# Heavy-hole Zeeman Hamiltonian and splitting from the spin-3/2 valence-band term

In the simplest estimate of the $g$ factors of heavy holes in a quantum well or a strained layer, which leaves out the orbital effect of the field, one takes the $4\times4$ magnetic term of the $j=3/2$ valence band, keeps only its matrix elements between the heavy-hole states $m=+3/2$ and $m=-3/2$, and reads the resulting $2\times2$ matrix as the Hamiltonian of an effective spin 1/2. The step is first-order degenerate perturbation theory for a single particle with the explicit Zeeman term as the only perturbation; for that term it is appropriate when confinement or strain leaves the two heavy-hole states degenerate at zero field and far from the light-hole states $m=\pm1/2$.

## The claim

Number the basis states $0,1,2,3$ for $m=3/2,\,1/2,\,-1/2,\,-3/2$, and put $s=\sqrt3/2$. With $\hbar=1$ the spin-3/2 matrices are

$$J_x=\begin{pmatrix}0&s&0&0\\ s&0&1&0\\ 0&1&0&s\\ 0&0&s&0\end{pmatrix},\qquad J_y=\begin{pmatrix}0&-is&0&0\\ is&0&-i&0\\ 0&i&0&-is\\ 0&0&is&0\end{pmatrix},$$

and $J_z=\mathrm{diag}(3/2,\,1/2,\,-1/2,\,-3/2)$. For real band parameters $\kappa$, $q$ and real field components $B_x,B_y,B_z$ along the cubic axes of the crystal, the Zeeman term is

$$H=2\sum_{i=x,y,z}B_i\,(\kappa J_i+qJ_i^3),$$

with the Bohr magneton absorbed into $B_i$, so that the field is measured in energy units. Let $V$ be the $4\times2$ matrix whose two columns, numbered $0$ and $1$, are the basis vectors of the states $0$ and $3$. The compression of a $4\times4$ matrix $A$ is $V^\dagger AV$. With the Pauli matrices $\sigma_x,\sigma_y,\sigma_z$ acting on the doublet and the abbreviation $g_z=6\kappa+27q/2$, the claim is

$$V^\dagger HV=\tfrac12\left[g_zB_z\sigma_z+3q\,(B_x\sigma_x-B_y\sigma_y)\right].$$

The eigenvalues of this matrix are exactly $\pm\Omega/2$, where

$$\Omega=\sqrt{g_z^2B_z^2+9q^2(B_x^2+B_y^2)},$$

so two distinct eigenvalues $\mu,\nu$ satisfy $(\mu-\nu)^2=\Omega^2$. For $B_z=0$ and a non-zero in-plane field the compression vanishes if and only if $q=0$.

## Derivation by hand

The only non-zero entries of $V$ are $V_{00}=V_{31}=1$. In $(V^\dagger AV)_{jk}=\sum_{l,n}\overline{V_{lj}}A_{ln}V_{nk}$ one term survives for each pair $j,k$, and

$$V^\dagger AV=\begin{pmatrix}A_{00}&A_{03}\\ A_{30}&A_{33}\end{pmatrix}.$$

The matrices $J_x$ and $J_y$ connect only states whose indices differ by one, so their four corner entries vanish and both compress to zero. The corners of $J_z$ are $3/2$ and $-3/2$ on the diagonal and zero off it, which is $\tfrac32\sigma_z$.

An entry of a cube is a sum over three-step chains, $(J^3)_{ln}=\sum_{r,t}J_{lr}J_{rt}J_{tn}$. For $J_x$ and $J_y$ every step changes the index by one. Three such steps cannot return to the start, so the entries $00$ and $33$ vanish. From $0$ to $3$ the single chain is $0\to1\to2\to3$, that is $3/2\to1/2\to-1/2\to-3/2$, and from $3$ to $0$ it is the reverse. With $s^2=3/4$,

$$(J_x^3)_{03}=(J_x^3)_{30}=s\cdot1\cdot s=\tfrac34,$$

$$(J_y^3)_{03}=(-is)(-i)(-is)=\tfrac34i,\qquad (J_y^3)_{30}=(is)(i)(is)=-\tfrac34i.$$

Since $(\sigma_y)_{01}=-i$ and $(\sigma_y)_{10}=i$, the cube of $J_y$ compresses to $-\tfrac34\sigma_y$, and the cube of $J_x$ to $\tfrac34\sigma_x$. The minus sign comes from $(-i)^3=+i$. The cube of $J_z$ is diagonal with corners $\pm(3/2)^3$, which is $\tfrac{27}{8}\sigma_z$.

The compression is linear in $A$, so

$$V^\dagger HV=2\left[\tfrac34qB_x\sigma_x-\tfrac34qB_y\sigma_y+\left(\tfrac32\kappa+\tfrac{27}{8}q\right)B_z\sigma_z\right].$$

Writing the prefactor $2$ as $\tfrac12\cdot4$ turns $\tfrac34q$ into $3q$ and $\tfrac32\kappa+\tfrac{27}8q$ into $6\kappa+\tfrac{27}2q$, which is the stated form.

For the spectrum take real $a,b,c$ and

$$M=\tfrac12(a\sigma_x+b\sigma_y+c\sigma_z)=\tfrac12\begin{pmatrix}c&a-ib\\ a+ib&-c\end{pmatrix}.$$

A complex number $\mu$ is an eigenvalue when $(M-\mu)v=0$ has a solution $v\neq0$, which happens exactly when the determinant vanishes:

$$\det(M-\mu)=\left(\tfrac c2-\mu\right)\left(-\tfrac c2-\mu\right)-\tfrac14(a-ib)(a+ib)=\mu^2-\tfrac14(a^2+b^2+c^2).$$

Hence $\mu=\pm\tfrac12\sqrt{a^2+b^2+c^2}$. The choice $a=3qB_x$, $b=-3qB_y$, $c=g_zB_z$ gives $a^2+b^2+c^2=\Omega^2$. Two distinct eigenvalues must be $\Omega/2$ and $-\Omega/2$ in one order or the other; their difference is $\pm\Omega$ and its square is $\Omega^2$.

At $B_z=0$ the entry $01$ of the compression is $\tfrac12(a-ib)=\tfrac32q\,(B_x+iB_y)$. If the matrix vanishes, then $q=0$ or $B_x+iB_y=0$, and for real components the second case means $B_x=B_y=0$, which is excluded. Conversely, $q=0$ and $B_z=0$ remove every term.

## A numerical instance

The following values are chosen for simple arithmetic and describe no material. Let $\kappa=1/2$, $q=2/3$ and $(B_x,B_y,B_z)=(3/2,\,2,\,1)$. Then $g_z=3+9=12$, $3q=2$, and

$$V^\dagger HV=\begin{pmatrix}6&\tfrac32+2i\\ \tfrac32-2i&-6\end{pmatrix},\qquad \Omega^2=144+4\left(\tfrac94+4\right)=169.$$

The eigenvalues are $\pm13/2$. For $v=(3+4i,\,1)$ the first row gives $6(3+4i)+\tfrac32+2i=\tfrac{13}2(3+4i)$ and the second gives $(\tfrac32-2i)(3+4i)-6=\tfrac{25}2-6=\tfrac{13}2$. The normalised eigenvectors are $(3+4i,\,1)/\sqrt{26}$ for $+13/2$ and $(-1,\,3-4i)/\sqrt{26}$ for $-13/2$, and the splitting is $13$.

## The formal development

In Lean 4 with Mathlib:

```lean
import Mathlib

open Matrix Complex

namespace HeavyHoleZeeman

noncomputable section
```

### Matrices and definitions

The number `s` is the real $\sqrt3/2$ regarded as a complex number. The spin matrices are complex and indexed by `Fin 4`, whose elements $0,1,2,3$ are the state labels used above; `I` is the imaginary unit. Writing the entries out fixes the order of the basis and the phases of its vectors: $J_x$ is real with non-negative entries.

```lean
/-- The matrix element `√3 / 2` occurring in the spin-3/2 matrices `Jx` and `Jy`. -/
def s : ℂ := ((Real.sqrt 3 / 2 : ℝ) : ℂ)

/-- Spin-3/2 matrix `Jx` in the basis m = 3/2, 1/2, -1/2, -3/2. -/
def Jx : Matrix (Fin 4) (Fin 4) ℂ := !![0, s, 0, 0; s, 0, 1, 0; 0, 1, 0, s; 0, 0, s, 0]

/-- Spin-3/2 matrix `Jy` in the basis m = 3/2, 1/2, -1/2, -3/2. -/
def Jy : Matrix (Fin 4) (Fin 4) ℂ :=
  !![0, -(I * s), 0, 0; I * s, 0, -I, 0; 0, I, 0, -(I * s); 0, 0, I * s, 0]

/-- Spin-3/2 matrix `Jz` in the basis m = 3/2, 1/2, -1/2, -3/2. -/
def Jz : Matrix (Fin 4) (Fin 4) ℂ :=
  !![3 / 2, 0, 0, 0; 0, 1 / 2, 0, 0; 0, 0, -(1 / 2), 0; 0, 0, 0, -(3 / 2)]
```

The Pauli matrices are indexed by `Fin 2`, with $0$ for $m=+3/2$ and $1$ for $m=-3/2$.

```lean
/-- Pauli matrix `σx`. -/
def σx : Matrix (Fin 2) (Fin 2) ℂ := !![0, 1; 1, 0]

/-- Pauli matrix `σy`. -/
def σy : Matrix (Fin 2) (Fin 2) ℂ := !![0, -I; I, 0]

/-- Pauli matrix `σz`. -/
def σz : Matrix (Fin 2) (Fin 2) ℂ := !![1, 0; 0, -1]
```

The embedding and the compression follow; `Vᴴ` is the conjugate transpose $V^\dagger$. The order of the columns of `V` is a convention on which the signs in the effective Hamiltonian depend, since exchanging the two states reverses $\sigma_y$ and $\sigma_z$ and keeps $\sigma_x$.

```lean
/-- Embedding of the heavy-hole doublet: its columns are the basis vectors
m = +3/2 and m = -3/2. -/
def V : Matrix (Fin 4) (Fin 2) ℂ := !![1, 0; 0, 0; 0, 0; 0, 1]

/-- Compression `Vᴴ A V` of a four-band operator to the heavy-hole doublet. -/
def compress (A : Matrix (Fin 4) (Fin 4) ℂ) : Matrix (Fin 2) (Fin 2) ℂ := Vᴴ * A * V
```

In `zeeman` the five parameters are real and are cast to $\mathbb C$ in order to scale complex matrices. The sum over $i$ is written as three terms, and `Jx ^ 3` is the matrix power. The overall sign is fixed as $+2$; a convention with the opposite sign corresponds to replacing $(\kappa,q)$ by $(-\kappa,-q)$, under which the formula for $\Omega$ is unchanged.

```lean
/-- Valence-band Zeeman Hamiltonian `2 ∑ᵢ Bᵢ (κ Jᵢ + q Jᵢ³)`. -/
def zeeman (κ q Bx By Bz : ℝ) : Matrix (Fin 4) (Fin 4) ℂ :=
  (2 : ℂ) • ((Bx : ℂ) • ((κ : ℂ) • Jx + (q : ℂ) • Jx ^ 3)
    + (By : ℂ) • ((κ : ℂ) • Jy + (q : ℂ) • Jy ^ 3)
    + (Bz : ℂ) • ((κ : ℂ) • Jz + (q : ℂ) • Jz ^ 3))
```

The predicate `IsEig M μ` is the elementary definition of an eigenvalue: some non-zero vector `v` obeys `M *ᵥ v = μ • v`. The vector is not normalised, $\mu$ ranges over all complex numbers, and multiplicity is not recorded.

```lean
/-- `μ` is an eigenvalue of `M`: some non-zero vector obeys `M v = μ v`. -/
def IsEig (M : Matrix (Fin 2) (Fin 2) ℂ) (μ : ℂ) : Prop :=
  ∃ v : Fin 2 → ℂ, v ≠ 0 ∧ M *ᵥ v = μ • v
```

### The spin algebra

The lemma `s_sq` states $s^2=3/4$. It is proved for real numbers with `Real.sq_sqrt` and carried over to $\mathbb C$, and it is the only property of $s$ that the later proofs use.

```lean
/-- The square of `√3 / 2` is `3/4`. -/
theorem s_sq : s ^ 2 = 3 / 4 := by
  have h : (Real.sqrt 3 / 2) ^ 2 = 3 / 4 := by
    rw [div_pow, Real.sq_sqrt (by norm_num)]; norm_num
  unfold s
  rw [← Complex.ofReal_pow, h]; norm_num
```

The theorem `spin_witness` tests the entries against the algebra they should obey: $[J_x,J_y]=iJ_z$, $J_x^2+J_y^2+J_z^2=\tfrac{15}4=j(j+1)$ at $j=3/2$, and $V^\dagger V=1$, so that $V$ is an isometry. It contains one of the three commutation relations, and no later theorem depends on it. Each identity is checked entry by entry: `fin_cases` runs through the index pairs, `simp` evaluates the products, and in the two spin identities `grind` closes what remains as polynomial identities given $s^2=3/4$ and $i^2=-1$.

```lean
/-- The matrices obey `[Jx, Jy] = i Jz` and `Jx² + Jy² + Jz² = 15/4`,
and the embedding obeys `Vᴴ V = 1`. -/
theorem spin_witness :
    Jx * Jy - Jy * Jx = I • Jz ∧ Jx * Jx + Jy * Jy + Jz * Jz = (15 / 4 : ℂ) • 1 ∧
      Vᴴ * V = 1 := by
  have hs := s_sq
  have hI := I_sq
  refine ⟨?_, ?_, ?_⟩
  · ext i j
    fin_cases i <;> fin_cases j <;> simp [Jx, Jy, Jz] <;> grind
  · ext i j
    fin_cases i <;> fin_cases j <;> simp [Jx, Jy, Jz] <;> grind
  · ext i j
    fin_cases i <;> fin_cases j <;> simp [V, Matrix.mul_apply, Fin.sum_univ_succ]
```

### The compression

The theorem `compress_eq` is the corner formula for an arbitrary complex $4\times4$ matrix `A`. Expanding the sums with `Fin.sum_univ_four` leaves the one surviving term found by hand.

```lean
/-- The compression consists of the four matrix elements between m = ±3/2 states. -/
theorem compress_eq (A : Matrix (Fin 4) (Fin 4) ℂ) :
    compress A = !![A 0 0, A 0 3; A 3 0, A 3 3] := by
  ext i j
  fin_cases i <;> fin_cases j <;> simp [compress, V, Matrix.mul_apply, Fin.sum_univ_four]
```

With the corner formula, the linear terms are read off the definitions.

```lean
/-- `Jx` and `Jy` compress to zero and `Jz` compresses to `(3/2) σz`. -/
theorem compress_linear :
    compress Jx = 0 ∧ compress Jy = 0 ∧ compress Jz = (3 / 2 : ℂ) • σz := by
  refine ⟨?_, ?_, ?_⟩ <;> rw [compress_eq] <;> ext i j <;>
    fin_cases i <;> fin_cases j <;> simp [Jx, Jy, Jz, σz]
```

For the cubes, `pow_three` writes each power as a triple product and `Matrix.mul_apply` expands a corner entry into the double sum over intermediate states. Simplification discards the chains that contain a zero entry. The products that remain are those computed above, and they are evaluated with `hs` and `hI` for $J_x$ and $J_y$ and by rational arithmetic for $J_z$.

```lean
/-- `Jx³`, `Jy³`, `Jz³` compress to `(3/4) σx`, `-(3/4) σy` and `(27/8) σz`. -/
theorem compress_cubic :
    compress (Jx ^ 3) = (3 / 4 : ℂ) • σx ∧ compress (Jy ^ 3) = (-(3 / 4) : ℂ) • σy ∧
      compress (Jz ^ 3) = (27 / 8 : ℂ) • σz := by
  have hs := s_sq
  have hI := I_sq
  -- the off-diagonal elements come from three ladder steps between m = ±3/2
  refine ⟨?_, ?_, ?_⟩
  · rw [compress_eq, pow_three]
    ext i j
    fin_cases i <;> fin_cases j <;>
      simp [Jx, σx, Matrix.mul_apply, Fin.sum_univ_four] <;> grind
  · rw [compress_eq, pow_three]
    ext i j
    fin_cases i <;> fin_cases j <;>
      simp [Jy, σy, Matrix.mul_apply, Fin.sum_univ_four] <;> grind
  · rw [compress_eq, pow_three]
    ext i j
    fin_cases i <;> fin_cases j <;>
      simp [Jz, σz, Matrix.mul_apply, Fin.sum_univ_four] <;> norm_num
```

The theorem `compress_zeeman` is the first part of the claim, an equality of $2\times2$ complex matrices for all real $\kappa,q,B_x,B_y,B_z$ with no further hypothesis. In the proof `simp only` distributes $V^\dagger(\cdot)V$ over sums and scalar multiples and substitutes the six compressions `h1` to `h6`. The tactic `module` then compares the coefficients of $\sigma_x,\sigma_y,\sigma_z$ on the two sides, which is the rearrangement of the prefactor $2$.

```lean
/-- The Zeeman Hamiltonian compressed to the heavy-hole doublet equals
`(1/2) [(6κ + 27q/2) Bz σz + 3q (Bx σx - By σy)]`. -/
theorem compress_zeeman (κ q Bx By Bz : ℝ) :
    compress (zeeman κ q Bx By Bz) =
      (1 / 2 : ℂ) • (((6 * κ + 27 * q / 2) * Bz : ℂ) • σz
        + (3 * q : ℂ) • ((Bx : ℂ) • σx - (By : ℂ) • σy)) := by
  obtain ⟨h1, h2, h3⟩ := compress_linear
  obtain ⟨h4, h5, h6⟩ := compress_cubic
  unfold compress at h1 h2 h3 h4 h5 h6
  -- the compression is linear
  simp only [compress, zeeman, Matrix.mul_add, Matrix.add_mul, Matrix.mul_smul,
    Matrix.smul_mul, h1, h2, h3, h4, h5, h6]
  module
```

### Spectrum and splitting

The lemma `pauli_eig` treats the general matrix $M$. It is an equivalence: every eigenvalue is one of the two numbers, and each of the two numbers is an eigenvalue. That the eigenvalues are real is part of the conclusion, since both are real square roots up to the factor $\pm\tfrac12$. In the proof `hr` says that the square root squares to $a^2+b^2+c^2$, a non-negative number. The step `key` turns the eigenvalue condition into the vanishing of $\det(M-\mu)$ through `Matrix.exists_mulVec_eq_zero_iff`, and `hdet` is the determinant computed above. The last line passes from $\mu^2=\rho^2$ to $\mu=\pm\rho$, where $\rho=\tfrac12\sqrt{a^2+b^2+c^2}$.

```lean
/-- For real `a, b, c` the eigenvalues of `(1/2)(a σx + b σy + c σz)` are exactly
`± √(a² + b² + c²) / 2`. -/
theorem pauli_eig (a b c : ℝ) (μ : ℂ) :
    IsEig ((1 / 2 : ℂ) • ((a : ℂ) • σx + (b : ℂ) • σy + (c : ℂ) • σz)) μ ↔
      μ = (Real.sqrt (a ^ 2 + b ^ 2 + c ^ 2) : ℂ) / 2 ∨
      μ = -((Real.sqrt (a ^ 2 + b ^ 2 + c ^ 2) : ℂ) / 2) := by
  have hr : ((Real.sqrt (a ^ 2 + b ^ 2 + c ^ 2) : ℝ) : ℂ) ^ 2
      = (a : ℂ) ^ 2 + (b : ℂ) ^ 2 + (c : ℂ) ^ 2 := by
    rw [← Complex.ofReal_pow, Real.sq_sqrt (by positivity)]; push_cast; ring
  have hI := I_sq
  -- eigenvalues are the zeros of the secular determinant
  have key : ∀ M : Matrix (Fin 2) (Fin 2) ℂ, IsEig M μ ↔ (M - μ • 1).det = 0 := by
    intro M
    rw [← Matrix.exists_mulVec_eq_zero_iff]
    simp only [IsEig, Matrix.sub_mulVec, Matrix.smul_mulVec, Matrix.one_mulVec, sub_eq_zero]
  have hdet : ((1 / 2 : ℂ) • ((a : ℂ) • σx + (b : ℂ) • σy + (c : ℂ) • σz) - μ • 1).det
      = μ ^ 2 - ((Real.sqrt (a ^ 2 + b ^ 2 + c ^ 2) : ℂ) / 2) ^ 2 := by
    rw [div_pow, hr, Matrix.det_fin_two]
    simp [σx, σy, σz]
    grind
  rw [key, hdet, sub_eq_zero, sq_eq_sq_iff_eq_or_eq_neg]
```

The theorem `zeeman_eig` applies the lemma with $a=3qB_x$, $b=-3qB_y$, $c=g_zB_z$. Here `e` rewrites $a^2+b^2+c^2$ as $\Omega^2$, and `m` rearranges the compressed Hamiltonian into the shape the lemma expects. The statement holds for all parameter values; when $\Omega=0$ the two alternatives coincide and $0$ is the only eigenvalue.

```lean
/-- The eigenvalues of the compressed Zeeman Hamiltonian are exactly `± Ω / 2` with
`Ω = √((6κ + 27q/2)² Bz² + 9q² (Bx² + By²))`. -/
theorem zeeman_eig (κ q Bx By Bz : ℝ) (μ : ℂ) :
    IsEig (compress (zeeman κ q Bx By Bz)) μ ↔
      μ = (Real.sqrt ((6 * κ + 27 * q / 2) ^ 2 * Bz ^ 2 + 9 * q ^ 2 * (Bx ^ 2 + By ^ 2)) : ℂ) / 2 ∨
      μ = -((Real.sqrt ((6 * κ + 27 * q / 2) ^ 2 * Bz ^ 2
        + 9 * q ^ 2 * (Bx ^ 2 + By ^ 2)) : ℂ) / 2) := by
  have h := pauli_eig (3 * q * Bx) (-(3 * q * By)) ((6 * κ + 27 * q / 2) * Bz) μ
  have e : (3 * q * Bx) ^ 2 + (-(3 * q * By)) ^ 2 + ((6 * κ + 27 * q / 2) * Bz) ^ 2
      = (6 * κ + 27 * q / 2) ^ 2 * Bz ^ 2 + 9 * q ^ 2 * (Bx ^ 2 + By ^ 2) := by ring
  have m : compress (zeeman κ q Bx By Bz) = (1 / 2 : ℂ) • (((3 * q * Bx : ℝ) : ℂ) • σx
      + ((-(3 * q * By) : ℝ) : ℂ) • σy + (((6 * κ + 27 * q / 2) * Bz : ℝ) : ℂ) • σz) := by
    rw [compress_zeeman]; push_cast; module
  rw [e] at h
  rw [m]
  exact h
```

In `splitting_sq` the hypotheses `hμ` and `hν` say that $\mu$ and $\nu$ are eigenvalues of the compression and `hne` that they differ; the conclusion is $(\mu-\nu)^2=\Omega^2$ as an equation in $\mathbb C$. Distinct eigenvalues exist exactly when $\Omega\neq0$, and for $\Omega=0$ the description by `zeeman_eig` is the one that applies. The proof names the radicand `W` and splits into four cases. The two cases with equal signs contradict `hne`, and the two with opposite signs reduce to $(\pm\sqrt W)^2=W$.

```lean
/-- Two distinct eigenvalues of the compressed Zeeman Hamiltonian have squared difference
`(6κ + 27q/2)² Bz² + 9q² (Bx² + By²)`. -/
theorem splitting_sq (κ q Bx By Bz : ℝ) (μ ν : ℂ)
    (hμ : IsEig (compress (zeeman κ q Bx By Bz)) μ)
    (hν : IsEig (compress (zeeman κ q Bx By Bz)) ν) (hne : μ ≠ ν) :
    (μ - ν) ^ 2 =
      (((6 * κ + 27 * q / 2) ^ 2 * Bz ^ 2 + 9 * q ^ 2 * (Bx ^ 2 + By ^ 2) : ℝ) : ℂ) := by
  rw [zeeman_eig] at hμ hν
  have hpos : 0 ≤ (6 * κ + 27 * q / 2) ^ 2 * Bz ^ 2 + 9 * q ^ 2 * (Bx ^ 2 + By ^ 2) := by
    positivity
  generalize (6 * κ + 27 * q / 2) ^ 2 * Bz ^ 2 + 9 * q ^ 2 * (Bx ^ 2 + By ^ 2) = W at *
  have hr : ((Real.sqrt W : ℝ) : ℂ) ^ 2 = (W : ℂ) := by
    rw [← Complex.ofReal_pow, Real.sq_sqrt hpos]
  rcases hμ with h1 | h1 <;> rcases hν with h2 | h2
  · exact absurd (h1.trans h2.symm) hne
  · rw [h1, h2, ← hr]; ring
  · rw [h1, h2, ← hr]; ring
  · exact absurd (h1.trans h2.symm) hne
```

The corollary `inplane_zero_iff` sets $B_z=0$ and assumes `hB`, that $B_x$ or $B_y$ is non-zero. The forward direction extracts the entry $01$ as `h0` and simplifies it to `h1`, $q\,(B_x+iB_y)=0$, the non-zero numerical factor being cancelled. In the case $B_x+iB_y=0$ the real and imaginary parts give `hx` and `hy`, against `hB`. The value of $\kappa$ is arbitrary, so the isotropic term contributes nothing to the compression for an in-plane field.

```lean
/-- For a non-zero in-plane field the compressed Zeeman Hamiltonian vanishes
if and only if the cubic parameter `q` is zero. -/
theorem inplane_zero_iff (κ q Bx By : ℝ) (hB : Bx ≠ 0 ∨ By ≠ 0) :
    compress (zeeman κ q Bx By 0) = 0 ↔ q = 0 := by
  rw [compress_zeeman]
  constructor
  · intro h
    -- read off the upper off-diagonal element
    have h0 := congrFun (congrFun h 0) 1
    have h1 : (q : ℂ) * ((Bx : ℂ) + By * I) = 0 := by
      simpa [σx, σy, σz] using h0
    rcases mul_eq_zero.mp h1 with h2 | h2
    · exact_mod_cast h2
    · have hx : Bx = 0 := by simpa using congrArg Complex.re h2
      have hy : By = 0 := by simpa using congrArg Complex.im h2
      tauto
  · rintro rfl
    simp

end

end HeavyHoleZeeman
```

```lean
#print axioms HeavyHoleZeeman.compress_zeeman
#print axioms HeavyHoleZeeman.splitting_sq
#print axioms HeavyHoleZeeman.inplane_zero_iff
```

```
'HeavyHoleZeeman.compress_zeeman' depends on axioms: [propext, Classical.choice, Quot.sound]
'HeavyHoleZeeman.splitting_sq' depends on axioms: [propext, Classical.choice, Quot.sound]
'HeavyHoleZeeman.inplane_zero_iff' depends on axioms: [propext, Classical.choice, Quot.sound]
```

## Scope

The theorems concern the compression $V^\dagger HV$ and not the $4\times4$ matrix $H$. An in-plane field couples $m=\pm3/2$ to $m=\pm1/2$ through the entries $01$ and $23$ of $J_x$, $J_y$ and their cubes, so $\pm\Omega/2$ are in general not eigenvalues of $H$. Reading them as energies relies on the heavy-hole to light-hole gap being large compared with the Zeeman energy; that gap is not in the model, and no bound on the error of the projection is proved. In the same way the corollary says that the first-order in-plane term vanishes for $q=0$, and leaves open a splitting at higher order through the light-hole states.

Of the Luttinger–Kohn Hamiltonian only the explicit Zeeman term enters, taken as a definition with $\kappa$ and $q$ as free parameters. The kinetic terms quadratic in the wave vector, the orbital effect of the field through the vector potential, and the envelope functions of a confined hole are absent, and in a real structure they can shift the effective $g$ factors away from $g_z$ and $3q$. The doublet is quantised along a cubic axis $z$, which suits a layer grown in that direction; for other orientations the columns of $V$ would be different vectors.
